# The mean over a cell of a finite linear combination of continuous functions is the same combination of their means

The mean of a complex function over the cell `[0, 2π]` is its integral there divided by 2π. The lemma takes a finite set of integers, complex coefficients `a n` and continuous complex functions `f n` of a real variable, and states that the mean of the sum of the `a n * f n x` is the sum of the coefficients times the separate means. The functions need be neither periodic nor normalised, and no Hamiltonian enters. The attempt unfolds the mean, exchanges the integral with the finite sum, and then compares the two sides term by term, taking each coefficient out of its integral.

An attempt in Lean 4 with a fault in it:

```lean
import Mathlib

open ComplexConjugate

namespace ZoneBoundaryHalfStorage

noncomputable section

/-- The mean of a function over the cell `[0, 2π]`. -/
def cellMean (f : ℝ → ℂ) : ℂ :=
  1 / (2 * (Real.pi : ℂ)) * ∫ x in (0 : ℝ)..(2 * Real.pi), f x

/-- The cell mean of a finite linear combination of continuous functions is the
linear combination of their cell means. -/
theorem cellMean_sum (s : Finset ℤ) (a : ℤ → ℂ) (f : ℤ → ℝ → ℂ)
    (hf : ∀ n, Continuous (f n)) :
    cellMean (fun x => ∑ n ∈ s, a n * f n x) = ∑ n ∈ s, a n * cellMean (f n) := by
  unfold cellMean
  rw [intervalIntegral.integral_finset_sum
    (fun n _ => (continuous_const.mul (hf n)).intervalIntegrable _ _), Finset.mul_sum]
  refine Finset.sum_congr rfl fun n _ => ?_
  rw [intervalIntegral.integral_const_mul]
  ring

end

end ZoneBoundaryHalfStorage
```

Lean reports:

```
Main.lean:19:6: warning: `intervalIntegral.integral_finset_sum` has been deprecated: Use `intervalIntegral.integral_finsetSum` instead
Main.lean:19:6: error: Tactic `rewrite` failed: Did not find an occurrence of the pattern
  ∫ (x : ℝ) in ?m.62..?m.63, ∑ i ∈ ?m.35, ((fun x => ?m.60 i) * f i) x ∂?m.61
in the target expression
  1 / (2 * ↑Real.pi) * ∫ (x : ℝ) in 0..2 * Real.pi, (fun x => ∑ n ∈ s, a n * f n x) x =
    ∑ n ∈ s, a n * (1 / (2 * ↑Real.pi) * ∫ (x : ℝ) in 0..2 * Real.pi, f n x)

s : Finset ℤ
a : ℤ → ℂ
f : ℤ → ℝ → ℂ
hf : ∀ (n : ℤ), Continuous (f n)
⊢ 1 / (2 * ↑Real.pi) * ∫ (x : ℝ) in 0..2 * Real.pi, (fun x => ∑ n ∈ s, a n * f n x) x =
    ∑ n ∈ s, a n * (1 / (2 * ↑Real.pi) * ∫ (x : ℝ) in 0..2 * Real.pi, f n x)
```

The error says that `rw` could not find the left side of the exchange lemma in the goal. The lemma's integrand was read off from the integrability proof supplied to it, and `continuous_const.mul (hf n)` gave it as a product of two functions, then applied to `x`: `((fun x => ?m.60 i) * f i) x`. The goal has instead the product of two values, `a n * f n x`. The two are equal by definition, but the matching done by `rw` did not identify them.

The repair states the exchange first, as `hs`, with the integrand written as in the goal. `apply` then takes the integrand from that statement, and the continuity proof has only to agree with it by definition, which `exact` accepts. `beta_reduce` turns `(fun x => ∑ n ∈ s, a n * f n x) x` into the plain sum, the form in which `hs` has it, and `rw [hs]` goes through.

The warning is a separate matter: `integral_finset_sum` is a deprecated name, and the repair uses the new one, `integral_finsetSum`.

This version goes through:

```diff
@@ -16,7 +16,13 @@
     (hf : ∀ n, Continuous (f n)) :
     cellMean (fun x => ∑ n ∈ s, a n * f n x) = ∑ n ∈ s, a n * cellMean (f n) := by
+  have hs : (∫ x in (0 : ℝ)..(2 * Real.pi), ∑ n ∈ s, a n * f n x)
+      = ∑ n ∈ s, ∫ x in (0 : ℝ)..(2 * Real.pi), a n * f n x := by
+    apply intervalIntegral.integral_finsetSum
+    intro n _
+    apply Continuous.intervalIntegrable
+    exact continuous_const.mul (hf n)
   unfold cellMean
-  rw [intervalIntegral.integral_finset_sum
-    (fun n _ => (continuous_const.mul (hf n)).intervalIntegrable _ _), Finset.mul_sum]
+  beta_reduce
+  rw [hs, Finset.mul_sum]
   refine Finset.sum_congr rfl fun n _ => ?_
   rw [intervalIntegral.integral_const_mul]
```
